# Bauer–Fike bound for a normal matrix under an arbitrary perturbation

Let $N$ be a normal operator on a finite-dimensional complex Hilbert space, and let $K$ be any operator with $\|Ky\|\le c\,\|y\|$ for all $y$. Then every eigenvalue $m$ of $N+K$ has an eigenvalue $l$ of $N$ with $|m-l|\le c$. The perturbation $K$ need be neither Hermitian nor normal. For a general diagonalisable matrix, the Bauer–Fike bound carries the condition number of the eigenvector matrix as a factor; for a normal matrix the eigenvectors can be chosen orthonormal, and the factor is then 1.

The bound applies, for example, to a Hermitian Hamiltonian in a finite orthonormal basis with an absorbing potential added: each complex eigenvalue lies within $c$ of a real unperturbed level. The number $c$ stands for the strength of the perturbation, and any upper bound on its operator norm will do.

## Normal operators

The state space `E` is a complex inner product space of finite dimension, and operators are linear maps `E →ₗ[ℂ] E`.

```lean
import Mathlib

open Matrix
open scoped ComplexConjugate

namespace NormalBauerFike

noncomputable section

variable {E : Type*} [NormedAddCommGroup E] [InnerProductSpace ℂ E] [FiniteDimensional ℂ E]
```

Normality means $N^\dagger N=NN^\dagger$, with `LinearMap.adjoint N` for $N^\dagger$. Hermitian and unitary operators both satisfy it. No eigenbasis is assumed.

```lean
/-- An operator is normal when it commutes with its adjoint. -/
def IsNormalOp (N : E →ₗ[ℂ] E) : Prop :=
  LinearMap.adjoint N ∘ₗ N = N ∘ₗ LinearMap.adjoint N
```

## The least stretch is attained on an eigenvector

Let $A$ be normal on a nonzero space and put $T=A^\dagger A$. Then $T$ is Hermitian and $\langle Tx,x\rangle=\|Ax\|^2$. Its least eigenvalue $s$ is the minimum of the Rayleigh quotient $\|Ax\|^2/\|x\|^2$, so
$$s\,\|x\|^2\le\|Ax\|^2\quad\text{for all }x.$$

Normality gives $TA=A^\dagger AA=AA^\dagger A=AT$. If $Tx=sx$, then $T(Ax)=A(Tx)=s\,Ax$, so $A$ maps the eigenspace of $s$ into itself. This eigenspace is a nonzero complex space, and $A$ therefore has an eigenvector $v$ in it, with $Av=\mu v$. Comparing two expressions for the same quantity,
$$|\mu|^2\|v\|^2=\|Av\|^2=\langle Tv,v\rangle=s\,\|v\|^2,$$
gives $|\mu|^2=s$, and hence $|\mu|\,\|x\|\le\|Ax\|$ for every $x$.

In the code, `hsmin` is the Rayleigh bound and `hW` the invariance of the eigenspace. The eigenvector comes from `A.restrict hW`, the operator $A$ confined to that eigenspace, and `hμs` is the identity $|\mu|^2=s$.

```lean
/-- On a nonzero space, a normal operator has an eigenvalue whose modulus bounds from below the
factor by which the operator stretches any vector. -/
theorem least_stretch [Nontrivial E] {A : E →ₗ[ℂ] E} (hA : IsNormalOp A) :
    ∃ μ : ℂ, Module.End.HasEigenvalue A μ ∧ ∀ x, ‖μ‖ * ‖x‖ ≤ ‖A x‖ := by
  have hA' : LinearMap.adjoint A ∘ₗ A = A ∘ₗ LinearMap.adjoint A := hA
  obtain ⟨T, hT⟩ : ∃ T : E →ₗ[ℂ] E, T = LinearMap.adjoint A ∘ₗ A := ⟨_, rfl⟩
  have hTi : ∀ x y, inner ℂ (T x) y = inner ℂ (A x) (A y) := by
    intro x y
    rw [hT, LinearMap.comp_apply, LinearMap.adjoint_inner_left]
  have hsym : T.IsSymmetric := by
    intro x y
    rw [hTi, ← inner_conj_symm x (T y), hTi, inner_conj_symm]
  have hre : ∀ x, RCLike.re (inner ℂ (T x) x) = ‖A x‖ ^ 2 := by
    intro x
    rw [hTi]
    exact inner_self_eq_norm_sq (𝕜 := ℂ) (A x)
  -- the least eigenvalue of A†A is the minimum of the Rayleigh quotient
  obtain ⟨s, hsT, hsmin⟩ : ∃ s : ℝ, Module.End.HasEigenvalue T (s : ℂ) ∧
      ∀ x, s * ‖x‖ ^ 2 ≤ ‖A x‖ ^ 2 := by
    refine ⟨_, hsym.hasEigenvalue_iInf_of_finiteDimensional, fun x => ?_⟩
    by_cases hx : x = 0
    · simp [hx]
    have hb : BddBelow (Set.range fun y : {y : E // y ≠ 0} =>
        RCLike.re (inner ℂ (T y) (y : E)) / ‖(y : E)‖ ^ 2) := by
      refine ⟨0, ?_⟩
      rintro _ ⟨y, rfl⟩
      dsimp only
      rw [hre]
      positivity
    have h := ciInf_le hb ⟨x, hx⟩
    dsimp only at h
    rw [hre x] at h
    exact (le_div_iff₀ (pow_pos (norm_pos_iff.mpr hx) 2)).mp h
  -- A preserves the corresponding eigenspace, so it has an eigenvector there
  have hW : ∀ x ∈ Module.End.eigenspace T (s : ℂ), A x ∈ Module.End.eigenspace T (s : ℂ) := by
    intro x hx
    rw [Module.End.mem_eigenspace_iff] at hx ⊢
    calc T (A x) = A (T x) := by
          rw [hT]
          exact LinearMap.congr_fun hA' (A x)
      _ = (s : ℂ) • A x := by rw [hx, map_smul]
  obtain ⟨w, hw⟩ := hsT.exists_hasEigenvector
  have : Nontrivial (Module.End.eigenspace T (s : ℂ)) :=
    ⟨⟨⟨w, Module.End.mem_eigenspace_iff.mpr hw.apply_eq_smul⟩, 0,
      fun h => hw.2 (congrArg Subtype.val h)⟩⟩
  obtain ⟨μ, hμ⟩ := Module.End.exists_eigenvalue (A.restrict hW)
  obtain ⟨v, hv⟩ := hμ.exists_hasEigenvector
  have hAv : A (v : E) = μ • (v : E) := congrArg Subtype.val hv.apply_eq_smul
  have hTv : T (v : E) = (s : ℂ) • (v : E) := Module.End.mem_eigenspace_iff.mp v.2
  have hv0 : (v : E) ≠ 0 := fun h => hv.2 (Subtype.ext h)
  have h1 : (inner ℂ (T (v : E)) (v : E)).re = ‖A (v : E)‖ ^ 2 := hre v
  have h2 : (inner ℂ (T (v : E)) (v : E)).re = s * ‖(v : E)‖ ^ 2 := by
    rw [hTv, inner_smul_left, Complex.conj_ofReal, Complex.re_ofReal_mul]
    congr 1
    exact inner_self_eq_norm_sq (𝕜 := ℂ) (v : E)
  have hμs : ‖μ‖ ^ 2 = s :=
    mul_right_cancel₀ (pow_ne_zero 2 (norm_ne_zero_iff.mpr hv0))
      (by rw [← h2, h1, hAv, norm_smul, mul_pow])
  refine ⟨μ, Module.End.hasEigenvalue_of_hasEigenvector
    ⟨Module.End.mem_eigenspace_iff.mpr hAv, hv0⟩, fun x => ?_⟩
  exact (sq_le_sq₀ (by positivity) (by positivity)).mp
    (by rw [mul_pow, hμs]; exact hsmin x)
```

## Shifting by a complex number

For $z\in\mathbb C$ we have $(N-z)^\dagger=N^\dagger-\bar z$. The product
$$(N^\dagger-\bar z)(N-z)=N^\dagger N-zN^\dagger-\bar zN+|z|^2$$
differs from the product in the opposite order only by having $N^\dagger N$ in place of $NN^\dagger$, and these are equal. So $N-z$ is normal. The proof first identifies the adjoint through inner products, then compares the two products on a vector.

```lean
/-- Shifting a normal operator by a complex number leaves it normal. -/
theorem normal_shift {N : E →ₗ[ℂ] E} (hN : IsNormalOp N) (z : ℂ) :
    IsNormalOp (N - z • LinearMap.id) := by
  have h : LinearMap.adjoint N - conj z • LinearMap.id
      = LinearMap.adjoint (N - z • LinearMap.id) := by
    rw [LinearMap.eq_adjoint_iff]
    intro x y
    simp [inner_sub_left, inner_sub_right, inner_smul_left, inner_smul_right,
      LinearMap.adjoint_inner_left]
  unfold IsNormalOp at hN ⊢
  rw [← h]
  apply LinearMap.ext
  intro x
  have hx := LinearMap.congr_fun hN x
  simp only [LinearMap.comp_apply, LinearMap.sub_apply, LinearMap.smul_apply,
    LinearMap.id_apply, map_sub, map_smul] at hx ⊢
  linear_combination (norm := module) hx
```

Apply the least-stretch result to $A=N-z$. If $(N-z)v=\mu v$, then $l=\mu+z$ is an eigenvalue of $N$, and $\mu=l-z$. Therefore
$$|l-z|\,\|x\|\le\|(N-z)x\|\quad\text{for all }x.$$
The eigenvalue $l$ depends on $z$ but not on $x$.

```lean
/-- For a normal operator N on a nonzero space and a complex number z, some eigenvalue l of N
satisfies ‖(N - z)x‖ ≥ |l - z| ‖x‖ for every vector x. -/
theorem resolvent_gap [Nontrivial E] {N : E →ₗ[ℂ] E} (hN : IsNormalOp N) (z : ℂ) :
    ∃ l : ℂ, Module.End.HasEigenvalue N l ∧ ∀ x, ‖l - z‖ * ‖x‖ ≤ ‖N x - z • x‖ := by
  obtain ⟨μ, hμ, hmin⟩ := least_stretch (normal_shift hN z)
  obtain ⟨v, hv⟩ := hμ.exists_hasEigenvector
  have h : N v - z • v = μ • v := hv.apply_eq_smul
  refine ⟨μ + z, Module.End.hasEigenvalue_of_hasEigenvector
    ⟨Module.End.mem_eigenspace_iff.mpr ?_, hv.2⟩, fun x => ?_⟩
  · linear_combination (norm := module) h
  · rw [add_sub_cancel_right]
    exact hmin x
```

## The bound for operators

Let $(N+K)x=mx$ with $x\neq0$. Then $(N-m)x=-Kx$, and the previous inequality at $z=m$ gives
$$|l-m|\,\|x\|\le\|(N-m)x\|=\|Kx\|\le c\,\|x\|.$$
Dividing by $\|x\|>0$ yields $|m-l|\le c$.

In the statement, `Module.End.HasEigenvalue (N + K) m` says that $m$ has a nonzero eigenvector. The theorem places each perturbed eigenvalue near some unperturbed one; it does not pair the two spectra with multiplicities. Unbounded operators are not covered.

```lean
/-- Bauer-Fike bound for normal operators: if ‖Ky‖ ≤ c‖y‖ for all y, every eigenvalue of
N + K lies within distance c of an eigenvalue of the normal operator N. -/
theorem bauer_fike_normal {N K : E →ₗ[ℂ] E} {c : ℝ} (hN : IsNormalOp N)
    (hK : ∀ y, ‖K y‖ ≤ c * ‖y‖) {m : ℂ} (hm : Module.End.HasEigenvalue (N + K) m) :
    ∃ l : ℂ, Module.End.HasEigenvalue N l ∧ ‖m - l‖ ≤ c := by
  obtain ⟨x, hx⟩ := hm.exists_hasEigenvector
  have : Nontrivial E := ⟨⟨x, 0, hx.2⟩⟩
  obtain ⟨l, hl, hgap⟩ := resolvent_gap hN m
  refine ⟨l, hl, ?_⟩
  -- the eigenvalue equation reads (N - m) x = -K x
  have h : N x + K x = m • x := hx.apply_eq_smul
  have h' : N x - m • x = -K x := by rw [← h]; abel
  have hb := hgap x
  rw [h', norm_neg, norm_sub_rev] at hb
  exact le_of_mul_le_mul_right (hb.trans (hK x)) (norm_pos_iff.mpr hx.2)
```

## The bound for matrices

For column vectors the relevant length is $\big(\sum_i|y_i|^2\big)^{1/2}$. Lean's default norm on `n → ℂ` is the largest modulus of a component, so the Euclidean norm gets its own name.

```lean
/-- The Euclidean norm of a complex column vector. -/
def l2norm {n : Type*} [Fintype n] (y : n → ℂ) : ℝ := ‖WithLp.toLp 2 y‖
```

The matrix statement uses explicit eigenvectors: a nonzero $x$ with $(N+K)x=mx$ is given, and a nonzero $v$ with $Nv=lv$ is returned. The proof turns both matrices into operators on `EuclideanSpace ℂ n`, where the conjugate transpose `Nᴴ` becomes the adjoint, applies the operator bound and translates the eigenvector back. The basis is thus orthonormal. For a non-orthogonal basis with an overlap matrix, the statement applies after both matrices have been transformed to an orthonormal basis, with $c$ bounding the transformed perturbation.

```lean
/-- Matrix form of the bound: each eigenvalue of N + K, with N a normal matrix and K bounded
by c in the Euclidean norm, lies within c of an eigenvalue of N. -/
theorem bauer_fike_matrix {n : Type*} [Fintype n] [DecidableEq n] {N K : Matrix n n ℂ}
    {c : ℝ} (hN : Nᴴ * N = N * Nᴴ) (hK : ∀ y, l2norm (K *ᵥ y) ≤ c * l2norm y)
    {m : ℂ} {x : n → ℂ} (hx : x ≠ 0) (hm : (N + K) *ᵥ x = m • x) :
    ∃ (l : ℂ) (v : n → ℂ), v ≠ 0 ∧ N *ᵥ v = l • v ∧ ‖m - l‖ ≤ c := by
  have happ : ∀ (M : Matrix n n ℂ) (y : EuclideanSpace ℂ n),
      Matrix.toEuclideanLin M y = WithLp.toLp 2 (M *ᵥ y.ofLp) :=
    fun M y => Matrix.toLpLin_apply 2 2 M y
  have hN' : IsNormalOp (Matrix.toEuclideanLin N) := by
    unfold IsNormalOp
    rw [← Matrix.toEuclideanLin_conjTranspose_eq_adjoint]
    apply LinearMap.ext
    intro y
    simp only [LinearMap.comp_apply, happ, Matrix.mulVec_mulVec, hN]
  -- A and B act on vectors as the matrices N and K do, and A is normal
  obtain ⟨A, hA, hAn⟩ : ∃ A : EuclideanSpace ℂ n →ₗ[ℂ] EuclideanSpace ℂ n,
      (∀ y, A y = WithLp.toLp 2 (N *ᵥ y.ofLp)) ∧ IsNormalOp A := ⟨_, happ N, hN'⟩
  obtain ⟨B, hB⟩ : ∃ B : EuclideanSpace ℂ n →ₗ[ℂ] EuclideanSpace ℂ n,
      ∀ y, B y = WithLp.toLp 2 (K *ᵥ y.ofLp) := ⟨_, happ K⟩
  have hB' : ∀ y, ‖B y‖ ≤ c * ‖y‖ := by
    intro y
    rw [hB]
    exact hK y.ofLp
  have hx' : (A + B) (WithLp.toLp 2 x) = m • WithLp.toLp 2 x := by
    rw [LinearMap.add_apply, hA, hB, ← WithLp.toLp_add, ← WithLp.toLp_smul, ← hm,
      Matrix.add_mulVec]
  have hx0 : WithLp.toLp 2 x ≠ 0 := by
    intro h
    have h2 := congrArg WithLp.ofLp h
    exact hx h2
  obtain ⟨l, hl, hc⟩ := bauer_fike_normal hAn hB'
    (Module.End.hasEigenvalue_of_hasEigenvector
      ⟨Module.End.mem_eigenspace_iff.mpr hx', hx0⟩)
  obtain ⟨v, hv⟩ := hl.exists_hasEigenvector
  have hv' := hv.apply_eq_smul
  rw [hA] at hv'
  have hv2 := congrArg WithLp.ofLp hv'
  rw [WithLp.ofLp_smul] at hv2
  refine ⟨l, v.ofLp, fun h => hv.2 ?_, hv2, hc⟩
  ext i
  exact congrFun h i
```

## Two levels with a one-way coupling

Take a coupling that feeds the amplitude of the first level into the second, with nothing returned:
$$K_a=\begin{pmatrix}0&0\\a&0\end{pmatrix}.$$

```lean
/-- The one-way coupling of strength a from the first to the second level. -/
def kick (a : ℂ) : Matrix (Fin 2) (Fin 2) ℂ := !![0, 0; a, 0]
```

Numbering the components from 0 as Lean does, $K_ay=(0,\,a\,y_0)$. Hence $\|K_ay\|^2=|a|^2|y_0|^2\le|a|^2\|y\|^2$, and $c=|a|$ is admissible.

```lean
/-- The one-way coupling stretches no vector by more than the modulus of its strength. -/
theorem kick_bound (a : ℂ) (y : Fin 2 → ℂ) : l2norm (kick a *ᵥ y) ≤ ‖a‖ * l2norm y := by
  have e0 : (kick a *ᵥ y) 0 = 0 := by
    simp [kick, Matrix.mulVec, dotProduct, Fin.sum_univ_two]
  have e1 : (kick a *ᵥ y) 1 = a * y 0 := by
    simp [kick, Matrix.mulVec, dotProduct, Fin.sum_univ_two]
  unfold l2norm
  apply (sq_le_sq₀ (by positivity) (by positivity)).mp
  rw [mul_pow, EuclideanSpace.norm_sq_eq, EuclideanSpace.norm_sq_eq, Fin.sum_univ_two,
    Fin.sum_univ_two]
  change ‖(kick a *ᵥ y) 0‖ ^ 2 + ‖(kick a *ᵥ y) 1‖ ^ 2 ≤ ‖a‖ ^ 2 * (‖y 0‖ ^ 2 + ‖y 1‖ ^ 2)
  rw [e0, e1, norm_mul, norm_zero]
  nlinarith [mul_nonneg (sq_nonneg ‖a‖) (sq_nonneg ‖y 1‖)]
```

Now let
$$N=\begin{pmatrix}0&1\\-1&0\end{pmatrix},\qquad N+K_{3/4}=\begin{pmatrix}0&1\\-\tfrac14&0\end{pmatrix}.$$
$N$ is normal but not Hermitian, with eigenvalues $\pm i$. The matrices here and in the next section are mathematical examples, not Hamiltonians of a closed system. The sum has eigenvalues $\pm i/2$. For $m=i/2$ a normalised eigenvector is $x=(2,i)/\sqrt5$; the code uses $(2,i)$. The nearest eigenvalue of $N$ is $l=i$, and the chain of inequalities reads
$$|l-m|=\tfrac12\;\le\;\|K_{3/4}\,x\|=\tfrac{3}{2\sqrt5}\approx0.671\;\le\;c=\tfrac34.$$
The theorem below confirms that these matrices and this eigenvector meet every hypothesis of the matrix bound.

```lean
/-- A normal two-level matrix with a one-way coupling of strength 3/4 meets the hypotheses of
the matrix bound, with eigenvalue i/2 of the sum. -/
theorem bauer_fike_matrix_witness :
    (!![0, 1; -1, 0] : Matrix (Fin 2) (Fin 2) ℂ)ᴴ * !![0, 1; -1, 0]
      = !![0, 1; -1, 0] * (!![0, 1; -1, 0] : Matrix (Fin 2) (Fin 2) ℂ)ᴴ ∧
    (∀ y, l2norm (kick (3 / 4) *ᵥ y) ≤ 3 / 4 * l2norm y) ∧
    (![2, Complex.I] : Fin 2 → ℂ) ≠ 0 ∧
    (!![0, 1; -1, 0] + kick (3 / 4)) *ᵥ ![2, Complex.I]
      = (Complex.I / 2) • ![2, Complex.I] := by
  refine ⟨?_, fun y => ?_, fun h => ?_, ?_⟩
  · ext i j
    fin_cases i <;> fin_cases j <;> simp [Matrix.mul_apply, Fin.sum_univ_two]
  · have h : ‖(3 / 4 : ℂ)‖ = 3 / 4 := by norm_num
    simpa only [h] using kick_bound (3 / 4) y
  · simpa using congrFun h 0
  · ext i
    fin_cases i <;>
      simp [kick, Matrix.mulVec, dotProduct, Fin.sum_univ_two, Complex.ext_iff]
    norm_num
```

## A nilpotent matrix violates the bound

Replace $N$ by the non-normal matrix $\begin{pmatrix}0&1\\0&0\end{pmatrix}$ and take $a=\tfrac14$. The sum $\begin{pmatrix}0&1\\1/4&0\end{pmatrix}$ has eigenvalue $\tfrac12$, with normalised eigenvector $(2,1)/\sqrt5$.

The unperturbed matrix has only the eigenvalue 0. Indeed, its eigenvalue equation reads $v_1=l\,v_0$ and $0=l\,v_1$, so $l\neq0$ would force $v=0$. The perturbed eigenvalue is therefore at distance $\tfrac12$ from the spectrum, although the perturbation is bounded by $\tfrac14$.

```lean
/-- Without normality the bound can fail: a coupling bounded by 1/4 gives a nilpotent matrix the
eigenvalue 1/2, farther than 1/4 from every eigenvalue of that matrix. -/
theorem normality_needed :
    (∀ y, l2norm (kick (1 / 4) *ᵥ y) ≤ 1 / 4 * l2norm y) ∧
    (!![0, 1; 0, 0] + kick (1 / 4)) *ᵥ ![2, 1] = (1 / 2 : ℂ) • ![2, 1] ∧
    ∀ (l : ℂ) (v : Fin 2 → ℂ), v ≠ 0 → !![0, 1; 0, 0] *ᵥ v = l • v →
      1 / 4 < ‖1 / 2 - l‖ := by
  refine ⟨fun y => ?_, ?_, fun l v hv h => ?_⟩
  · have h : ‖(1 / 4 : ℂ)‖ = 1 / 4 := by norm_num
    simpa only [h] using kick_bound (1 / 4) y
  · ext i
    fin_cases i <;>
      simp [kick, Matrix.mulVec, dotProduct, Fin.sum_univ_two, Complex.ext_iff]
    norm_num
  · have h0 : v 1 = l * v 0 := by
      simpa [Matrix.mulVec, dotProduct, Fin.sum_univ_two] using congrFun h 0
    have h1 : l * v 1 = 0 := by
      simpa [Matrix.mulVec, dotProduct, Fin.sum_univ_two] using (congrFun h 1).symm
    -- the nilpotent matrix has only the eigenvalue zero
    have hl : l = 0 := by
      by_contra hl
      have hv1 : v 1 = 0 := (mul_eq_zero.mp h1).resolve_left hl
      have hv0 : v 0 = 0 := (mul_eq_zero.mp (h0.symm.trans hv1)).resolve_left hl
      exact hv (by ext i; fin_cases i <;> simp [hv0, hv1])
    rw [hl]
    norm_num

end

end NormalBauerFike
```

```lean
#print axioms NormalBauerFike.bauer_fike_normal
#print axioms NormalBauerFike.bauer_fike_matrix
#print axioms NormalBauerFike.normality_needed
```

```
'NormalBauerFike.bauer_fike_normal' depends on axioms: [propext, Classical.choice, Quot.sound]
'NormalBauerFike.bauer_fike_matrix' depends on axioms: [propext, Classical.choice, Quot.sound]
'NormalBauerFike.normality_needed' depends on axioms: [propext, Classical.choice, Quot.sound]
```
